# Purification by 3X² − 2X³, started from 1/2 + (μ − H)/(2L), converges to the projector on the levels of the Hermitian matrix H below μ, if every level e obeys 0 < |e − μ| ≤ L

Q: Your limit is defined through a particular set of eigenvectors. With H a Hermitian matrix, e_i its eigenvalues, U a unitary matrix of eigenvectors and μ the chemical potential, you take

P = U diag(θ_i) U†, with θ_i = 1 if e_i < μ and 0 otherwise.

Degenerate levels leave U ambiguous. Why is this the physical projector?

A: Because P is then proved to keep every eigenvector of H below μ and to annihilate every other one, whichever basis was chosen. For non-interacting electrons with one-electron Hamiltonian H at zero temperature, in a finite orthonormal basis of spin orbitals and with no level at μ, P is the one-particle density matrix. The iteration approaches it by matrix products and linear combinations; eigenvectors enter only the analysis.

Q: Show me the convergence by hand first.

A: Let L satisfy 0 < |e_i − μ| ≤ L for all i, and write p(x) = 3x² − 2x³. The start is

X_0 = 1/2 + (μ − H)/(2L).

Since U†U = 1, products and sums of matrices of the form U diag(f(e_i)) U† act level by level. Every iterate therefore has this form, and a level e follows the scalar iteration of p from

x = 1/2 + (μ − e)/(2L), which lies in [0, 1].

Let y be the occupation at some step. Then

p(y) = y²(3 − 2y)
1 − p(y) = (1 − y)²(1 + 2y)
p(y) − 1/2 = (y − 1/2)(1 + 2y(1 − y)).

The first two lines keep y in [0, 1], and the third keeps it on its side of 1/2. With q = 4y(1 − y) ≤ 1, multiplying the first two gives

4p(y)(1 − p(y)) = q²(3 + q)/4 ≤ q².

Initially q = 4x(1 − x) = 1 − ((e − μ)/L)², so after k steps q ≤ (1 − ((e − μ)/L)²)^(2^k). If y > 1/2, the error is 1 − y ≤ 2y(1 − y) = q/2; if y ≤ 1/2, it is y ≤ q/2. Hence

error after k steps ≤ (1 − ((e − μ)/L)²)^(2^k) / 2.

For e ≠ μ this tends to zero. All levels converge, and so does the matrix.

Q: Which Lean objects carry this?

A: The index type `n` is finite and labels the basis.

```lean
import Mathlib

open Matrix Filter Topology

namespace DensityMatrixPurification

noncomputable section

variable {n : Type*} [Fintype n] [DecidableEq n] {H : Matrix n n ℂ}
```

The update is defined in any ring, so numbers and matrices share it. For matrices, the powers are matrix powers.

```lean
/-- The purification step `x ↦ 3x² - 2x³`, for numbers and for matrices. -/
def purify {R : Type*} [Ring R] (x : R) : R := 3 * x ^ 2 - 2 * x ^ 3
```

`hH` is the proof that H is Hermitian. It supplies the real eigenvalues `hH.eigenvalues i` and the matrix U, here `eigU hH`.

```lean
/-- The unitary matrix whose columns are orthonormal eigenvectors of `H`. -/
abbrev eigU (hH : H.IsHermitian) : Matrix n n ℂ := hH.eigenvectorUnitary
```

`spectralFn hH f` is U diag(f(e_i)) U†.

```lean
/-- The function `f` of the Hermitian matrix `H`: each eigenvector in `eigU hH` is kept, and its
eigenvalue `e i` is replaced by `f (e i)`. -/
def spectralFn (hH : H.IsHermitian) (f : ℝ → ℝ) : Matrix n n ℂ :=
  eigU hH * diagonal (fun i => (f (hH.eigenvalues i) : ℂ)) * (eigU hH)ᴴ
```

The starting matrix is written directly in terms of H, without eigenvectors.

```lean
/-- The starting matrix `1/2 + (mu - H)/(2L)`. -/
def startMatrix (H : Matrix n n ℂ) (mu L : ℝ) : Matrix n n ℂ :=
  (1 / 2 : ℂ) • (1 : Matrix n n ℂ) + (1 / (2 * L) : ℂ) • ((mu : ℂ) • (1 : Matrix n n ℂ) - H)
```

The target is the step function of H. A level exactly at μ counts as empty.

```lean
/-- The projector on the eigenvectors of `H` with eigenvalue below `mu`. -/
def occupiedProjector (hH : H.IsHermitian) (mu : ℝ) : Matrix n n ℂ :=
  spectralFn hH (fun e => if e < mu then 1 else 0)
```

Q: And the claim that everything happens level by level?

A: Three lemmas establish it. For products, U†U = 1 removes the inner pair of unitaries.

```lean
/-- Functions of `H` multiply level by level. -/
theorem spectralFn_mul (hH : H.IsHermitian) (f g : ℝ → ℝ) :
    spectralFn hH f * spectralFn hH g = spectralFn hH (fun e => f e * g e) := by
  have hU : (eigU hH)ᴴ * eigU hH = 1 :=
    Matrix.mem_unitaryGroup_iff'.1 hH.eigenvectorUnitary.2
  unfold spectralFn
  generalize eigU hH = U at hU ⊢
  calc _ = U * diagonal (fun i => (f (hH.eigenvalues i) : ℂ)) * (Uᴴ * U)
        * diagonal (fun i => (g (hH.eigenvalues i) : ℂ)) * Uᴴ := by
        simp only [Matrix.mul_assoc]
    _ = _ := by
        rw [hU, Matrix.mul_one, Matrix.mul_assoc U, diagonal_mul_diagonal]
        simp only [Complex.ofReal_mul]
```

Linear combinations are compared on the diagonal, then multiplied out.

```lean
/-- Functions of `H` combine linearly level by level. -/
theorem spectralFn_linear (hH : H.IsHermitian) (a b : ℝ) (f g : ℝ → ℝ) :
    spectralFn hH (fun e => a * f e + b * g e)
      = (a : ℂ) • spectralFn hH f + (b : ℂ) • spectralFn hH g := by
  have hd : diagonal (fun i => ((a * f (hH.eigenvalues i) + b * g (hH.eigenvalues i) : ℝ) : ℂ))
      = (a : ℂ) • diagonal (fun i => (f (hH.eigenvalues i) : ℂ))
        + (b : ℂ) • diagonal (fun i => (g (hH.eigenvalues i) : ℂ)) := by
    ext i j
    by_cases h : i = j
    · subst h; simp
    · simp [h]
  unfold spectralFn
  rw [hd]
  simp only [Matrix.mul_add, Matrix.add_mul, Matrix.mul_smul, Matrix.smul_mul]
```

The constant function 1 gives the unit matrix. The identity function gives H, by the eigenvalue equation read column by column.

```lean
/-- The constant function 1 of `H` is the unit matrix, and the identity function of `H` is `H`. -/
theorem spectralFn_one_id (hH : H.IsHermitian) :
    spectralFn hH (fun _ => 1) = 1 ∧ spectralFn hH (fun e => e) = H := by
  have hU : eigU hH * (eigU hH)ᴴ = 1 :=
    Matrix.mem_unitaryGroup_iff.1 hH.eigenvectorUnitary.2
  -- the eigenvalue equation, column by column
  have hE : H * eigU hH = eigU hH * diagonal (fun i => (hH.eigenvalues i : ℂ)) := by
    ext i j
    have h := congrFun (hH.mulVec_eigenvectorBasis j) i
    refine Eq.trans ?_ (h.trans ?_)
    · rfl
    · simp [Matrix.mul_diagonal, Matrix.IsHermitian.eigenvectorUnitary_apply, mul_comm]
  constructor
  · simp only [spectralFn, Complex.ofReal_one, diagonal_one, Matrix.mul_one, hU]
  · unfold spectralFn
    rw [← hE, Matrix.mul_assoc, hU, Matrix.mul_one]
```

Induction on k now identifies each matrix iterate. `hstep` says that purifying a function of H purifies its values; the base case rewrites the starting matrix as a linear function of H.

```lean
/-- Every purification iterate is a function of `H`: each level follows the scalar iteration. -/
theorem purify_iterate (hH : H.IsHermitian) (mu L : ℝ) (k : ℕ) :
    purify^[k] (startMatrix H mu L)
      = spectralFn hH (fun e => purify^[k] (1 / 2 + (mu - e) / (2 * L))) := by
  have hstep : ∀ f : ℝ → ℝ,
      purify (spectralFn hH f) = spectralFn hH (fun e => purify (f e)) := by
    intro f
    have h := spectralFn_linear hH 3 (-2) (fun e => f e * f e) (fun e => f e * f e * f e)
    rw [← spectralFn_mul hH (fun e => f e * f e) f, ← spectralFn_mul hH f f] at h
    have hf : (fun e => purify (f e))
        = fun e => 3 * (f e * f e) + (-2) * (f e * f e * f e) := by
      funext e; unfold purify; ring
    rw [hf, h]
    simp only [purify, Complex.ofReal_neg, Complex.ofReal_ofNat, Algebra.smul_def, map_neg,
      map_ofNat]
    noncomm_ring
  induction k with
  | zero =>
    simp only [Function.iterate_zero, id_eq]
    have h := spectralFn_linear hH (1 / 2 + mu / (2 * L)) (-(1 / (2 * L)))
      (fun _ => 1) (fun e => e)
    rw [(spectralFn_one_id hH).1, (spectralFn_one_id hH).2] at h
    have hf : (fun e : ℝ => 1 / 2 + (mu - e) / (2 * L))
        = fun e => (1 / 2 + mu / (2 * L)) * 1 + -(1 / (2 * L)) * e := by
      funext e; ring
    rw [hf, h]
    unfold startMatrix
    push_cast
    module
  | succ k ih =>
    rw [Function.iterate_succ_apply', ih, hstep]
    simp only [Function.iterate_succ_apply']
```

Q: You still owe me independence from the eigenbasis.

A: Take any v with Hv = ev. In the basis U, its components on levels with e_i ≠ e vanish, so a function f of H multiplies v by f(e).

```lean
/-- A function `f` of `H` acts on any eigenvector of `H` with eigenvalue `e` as the number `f e`. -/
theorem spectralFn_mulVec (hH : H.IsHermitian) (f : ℝ → ℝ) {v : n → ℂ} {e : ℝ}
    (hv : H *ᵥ v = (e : ℂ) • v) : spectralFn hH f *ᵥ v = (f e : ℂ) • v := by
  have hU : (eigU hH)ᴴ * eigU hH = 1 :=
    Matrix.mem_unitaryGroup_iff'.1 hH.eigenvectorUnitary.2
  have hU' : eigU hH * (eigU hH)ᴴ = 1 :=
    Matrix.mem_unitaryGroup_iff.1 hH.eigenvectorUnitary.2
  have hc : (eigU hH)ᴴ * H = diagonal (fun i => (hH.eigenvalues i : ℂ)) * (eigU hH)ᴴ := by
    calc (eigU hH)ᴴ * H = (eigU hH)ᴴ * spectralFn hH (fun e => e) := by
          rw [(spectralFn_one_id hH).2]
      _ = ((eigU hH)ᴴ * eigU hH) * (diagonal (fun i => (hH.eigenvalues i : ℂ))
            * (eigU hH)ᴴ) := by simp only [spectralFn, Matrix.mul_assoc]
      _ = _ := by rw [hU, Matrix.one_mul]
  -- in the eigenbasis, `v` has components only on levels with energy `e`
  have hf : diagonal (fun i => (f (hH.eigenvalues i) : ℂ)) *ᵥ ((eigU hH)ᴴ *ᵥ v)
      = (f e : ℂ) • ((eigU hH)ᴴ *ᵥ v) := by
    funext i
    have h := congrFun (congrArg (fun M => M *ᵥ v) hc) i
    simp only [← Matrix.mulVec_mulVec, hv, Matrix.mulVec_smul, Matrix.mulVec_diagonal,
      Pi.smul_apply, smul_eq_mul] at h
    rw [Matrix.mulVec_diagonal, Pi.smul_apply, smul_eq_mul]
    by_cases h0 : ((eigU hH)ᴴ *ᵥ v) i = 0
    · rw [h0, mul_zero, mul_zero]
    · rw [Complex.ofReal_injective (mul_right_cancel₀ h0 h)]
  unfold spectralFn
  rw [← Matrix.mulVec_mulVec, ← Matrix.mulVec_mulVec, hf, Matrix.mulVec_smul,
    Matrix.mulVec_mulVec, hU', Matrix.one_mulVec]
```

Applied to the step function, this gives the action of P. Hermiticity holds because the diagonal is real, and idempotency because 0 and 1 equal their squares.

```lean
/-- `occupiedProjector` is Hermitian and idempotent, keeps every eigenvector of `H` with
eigenvalue below `mu` and annihilates every other eigenvector. -/
theorem occupiedProjector_spec (hH : H.IsHermitian) (mu : ℝ) :
    (occupiedProjector hH mu).IsHermitian ∧
    occupiedProjector hH mu * occupiedProjector hH mu = occupiedProjector hH mu ∧
    ∀ (v : n → ℂ) (e : ℝ), H *ᵥ v = (e : ℂ) • v →
      occupiedProjector hH mu *ᵥ v = if e < mu then v else 0 := by
  refine ⟨?_, ?_, fun v e hv => ?_⟩
  · unfold occupiedProjector spectralFn
    rw [Matrix.IsHermitian, conjTranspose_mul, conjTranspose_mul, conjTranspose_conjTranspose,
      diagonal_conjTranspose, ← Matrix.mul_assoc]
    congr 3
    funext i
    exact Complex.conj_ofReal _
  · unfold occupiedProjector
    rw [spectralFn_mul]
    congr 1
    funext e
    split_ifs <;> norm_num
  · rw [occupiedProjector, spectralFn_mulVec hH _ hv]
    split_ifs <;> simp
```

Q: Where is the scalar estimate?

A: In the next theorem. Its `key` carries the bounds 0 ≤ y ≤ 1, the squaring of 4y(1 − y) and the side of 1/2 through one induction. The products handed to `nlinarith` come from the factorisations above; for the squaring step, the square supplied is (q² − 4p(y)(1 − p(y)))/4.

```lean
/-- If `L > 0` and `|e - mu| ≤ L`, then after `k` steps the occupation of a level `e` differs from
the step function (1 if `e < mu`, 0 otherwise) by at most `(1 - ((e - mu)/L)²)^(2^k) / 2`. -/
theorem occupation_error {e mu L : ℝ} (hL : 0 < L) (he : |e - mu| ≤ L) (k : ℕ) :
    |purify^[k] (1 / 2 + (mu - e) / (2 * L)) - (if e < mu then 1 else 0)|
      ≤ (1 - ((e - mu) / L) ^ 2) ^ (2 ^ k) / 2 := by
  obtain ⟨h1, h2⟩ := abs_le.1 he
  obtain ⟨x, hx⟩ : ∃ x, x = 1 / 2 + (mu - e) / (2 * L) := ⟨_, rfl⟩
  have hxL : 2 * L * x = L + (mu - e) := by rw [hx]; field_simp
  have hq : 1 - ((e - mu) / L) ^ 2 = 4 * x * (1 - x) := by rw [hx]; field_simp; ring
  rw [← hx, hq]
  -- `4y(1-y)` is at most squared in each step, and `y` stays on its side of 1/2
  have key : 0 ≤ purify^[k] x ∧ purify^[k] x ≤ 1 ∧
      4 * purify^[k] x * (1 - purify^[k] x) ≤ (4 * x * (1 - x)) ^ (2 ^ k) ∧
      (1 / 2 < x → 1 / 2 < purify^[k] x) ∧ (x ≤ 1 / 2 → purify^[k] x ≤ 1 / 2) := by
    induction k with
    | zero =>
      simp only [Function.iterate_zero, id_eq, pow_zero, pow_one]
      exact ⟨by nlinarith, by nlinarith, le_refl _, fun h => h, fun h => h⟩
    | succ k ih =>
      rw [Function.iterate_succ_apply']
      generalize purify^[k] x = y at ih ⊢
      obtain ⟨y0, y1, yq, yu, yl⟩ := ih
      have hy : 0 ≤ y * (1 - y) := mul_nonneg y0 (by linarith)
      unfold purify
      refine ⟨?_, ?_, ?_, fun h => ?_, fun h => ?_⟩
      · nlinarith [mul_nonneg (sq_nonneg y) (by linarith : 0 ≤ 3 - 2 * y)]
      · nlinarith [mul_nonneg (sq_nonneg (1 - y)) (by linarith : 0 ≤ 1 + 2 * y)]
      · calc _ ≤ (4 * y * (1 - y)) ^ 2 := by nlinarith [sq_nonneg (y * (1 - y) * (2 * y - 1))]
          _ ≤ ((4 * x * (1 - x)) ^ (2 ^ k)) ^ 2 :=
            pow_le_pow_left₀ (by linarith) yq 2
          _ = _ := by rw [← pow_mul, ← pow_succ]
      · have := yu h
        nlinarith [mul_pos (by linarith : 0 < 2 * y - 1)
          (by linarith : 0 < 1 + 2 * (y * (1 - y)))]
      · have := yl h
        nlinarith [mul_nonneg (by linarith : 0 ≤ 1 - 2 * y)
          (by linarith : 0 ≤ 1 + 2 * (y * (1 - y)))]
  obtain ⟨y0, y1, yq, yu, yl⟩ := key
  split_ifs with h
  · have := yu (by nlinarith)
    rw [abs_of_nonpos (by linarith)]
    nlinarith
  · have := yl (by nlinarith)
    rw [sub_zero, abs_of_nonneg y0]
    nlinarith
```

Q: Then state the main theorem in words.

A: If every eigenvalue satisfies `hgap` (it is not at μ) and `hL` (it is within L of μ), the iterates tend to `occupiedProjector hH mu`, entry by entry. The first hypothesis says that the chemical potential coincides with no level; the second is a bound on the spectrum that the user must supply. The proof uses 2^k ≥ k to squeeze each error under a geometric sequence, then multiplies the convergent diagonal by the fixed matrices U and U†.

```lean
/-- If all eigenvalues of the Hermitian matrix `H` obey `0 < |e i - mu| ≤ L`, purification started
at `1/2 + (mu - H)/(2L)` converges to the projector on the eigenvectors with `e i < mu`. -/
theorem purification_tendsto (hH : H.IsHermitian) {mu L : ℝ}
    (hgap : ∀ i, 0 < |hH.eigenvalues i - mu|) (hL : ∀ i, |hH.eigenvalues i - mu| ≤ L) :
    Tendsto (fun k : ℕ => purify^[k] (startMatrix H mu L)) atTop
      (𝓝 (occupiedProjector hH mu)) := by
  have hd : ∀ i, Tendsto (fun k : ℕ => purify^[k] (1 / 2 + (mu - hH.eigenvalues i) / (2 * L)))
      atTop (𝓝 (if hH.eigenvalues i < mu then 1 else 0)) := by
    intro i
    have hLp : 0 < L := (hgap i).trans_le (hL i)
    have hs : ((hH.eigenvalues i - mu) / L) ^ 2 ≤ 1 := by
      rw [div_pow, div_le_one (by positivity), ← sq_abs (hH.eigenvalues i - mu)]
      exact pow_le_pow_left₀ (abs_nonneg _) (hL i) 2
    have hp : 0 < ((hH.eigenvalues i - mu) / L) ^ 2 := by
      have := abs_pos.1 (hgap i)
      positivity
    refine tendsto_iff_norm_sub_tendsto_zero.2 (squeeze_zero (fun _ => norm_nonneg _)
      (fun k => ?_) (tendsto_pow_atTop_nhds_zero_of_lt_one
        (sub_nonneg.2 hs) (by linarith)))
    have hb := occupation_error hLp (hL i) k
    have hk := pow_le_pow_of_le_one (sub_nonneg.2 hs) (by linarith)
      (Nat.lt_two_pow_self (n := k)).le
    have h0 := pow_nonneg (sub_nonneg.2 hs) (2 ^ k)
    rw [Real.norm_eq_abs]
    linarith
  -- convergence of all levels carries over to the matrix
  have hD : Tendsto (fun k : ℕ => diagonal (fun i =>
      ((purify^[k] (1 / 2 + (mu - hH.eigenvalues i) / (2 * L)) : ℝ) : ℂ))) atTop
      (𝓝 (diagonal (fun i => ((if hH.eigenvalues i < mu then 1 else 0 : ℝ) : ℂ)))) :=
    ((continuous_id.matrix_diagonal).tendsto _).comp
      (tendsto_pi_nhds.2 fun i => (Complex.continuous_ofReal.tendsto _).comp (hd i))
  simp only [purify_iterate hH]
  exact (hD.const_mul (eigU hH)).mul_const (eigU hH)ᴴ
```

Q: How fast is it when the gap is small?

A: Let g > 0 be a lower bound on all |e_i − μ|. The error matrix is Hermitian, so the trace of its square is the sum of the squared level errors. Cycling the trace removes U, and each of the N levels contributes at most (1 − (g/L)²)^(2^(k+1))/4. This is an upper bound. The start is indeed slow if some level lies close to μ compared with L: its occupation starts near 1/2, and by the third factorisation above a step multiplies its distance from 1/2 by at most 3/2.

```lean
/-- If every eigenvalue is at least `g > 0` and at most `L` away from `mu`, the trace of the squared
error after `k` steps is at most `(N/4) (1 - (g/L)²)^(2^(k+1))` for an `N × N` matrix. -/
theorem purification_rate (hH : H.IsHermitian) {mu L g : ℝ} (hg : 0 < g)
    (hgap : ∀ i, g ≤ |hH.eigenvalues i - mu|) (hL : ∀ i, |hH.eigenvalues i - mu| ≤ L) (k : ℕ) :
    (trace ((purify^[k] (startMatrix H mu L) - occupiedProjector hH mu) ^ 2)).re
      ≤ Fintype.card n / 4 * (1 - (g / L) ^ 2) ^ (2 ^ (k + 1)) := by
  have hU : (eigU hH)ᴴ * eigU hH = 1 :=
    Matrix.mem_unitaryGroup_iff'.1 hH.eigenvectorUnitary.2
  have hlin := spectralFn_linear hH 1 (-1)
    (fun e => purify^[k] (1 / 2 + (mu - e) / (2 * L))) (fun e => if e < mu then 1 else 0)
  have hsub : purify^[k] (startMatrix H mu L) - occupiedProjector hH mu
      = spectralFn hH (fun e => 1 * purify^[k] (1 / 2 + (mu - e) / (2 * L))
        + (-1) * (if e < mu then 1 else 0)) := by
    rw [hlin, purify_iterate hH, occupiedProjector]
    push_cast
    module
  rw [hsub, sq, spectralFn_mul, spectralFn, Matrix.trace_mul_cycle, hU, Matrix.one_mul,
    trace_diagonal, ← Complex.ofReal_sum, Complex.ofReal_re]
  calc _ ≤ ∑ _i : n, (1 - (g / L) ^ 2) ^ (2 ^ (k + 1)) / 4 := by
        refine Finset.sum_le_sum fun i _ => ?_
        have hLp : 0 < L := hg.trans_le ((hgap i).trans (hL i))
        have hs : ((hH.eigenvalues i - mu) / L) ^ 2 ≤ 1 := by
          rw [div_pow, div_le_one (by positivity), ← sq_abs (hH.eigenvalues i - mu)]
          exact pow_le_pow_left₀ (abs_nonneg _) (hL i) 2
        have hgs : (g / L) ^ 2 ≤ ((hH.eigenvalues i - mu) / L) ^ 2 := by
          rw [div_pow, div_pow, ← sq_abs (hH.eigenvalues i - mu)]
          exact div_le_div_of_nonneg_right (pow_le_pow_left₀ hg.le (hgap i) 2) (by positivity)
        have hb := occupation_error hLp (hL i) k
        have hq := pow_le_pow_left₀ (sub_nonneg.2 hs) (sub_le_sub_left hgs 1) (2 ^ k)
        have hB : (1 - (g / L) ^ 2) ^ (2 ^ (k + 1)) = ((1 - (g / L) ^ 2) ^ (2 ^ k)) ^ 2 := by
          rw [← pow_mul, ← pow_succ]
        have hsq := pow_le_pow_left₀ (abs_nonneg _) (hb.trans
          (div_le_div_of_nonneg_right hq (by norm_num : (0 : ℝ) ≤ 2))) 2
        rw [sq_abs] at hsq
        rw [hB]
        linarith
    _ = _ := by
        rw [Finset.sum_const, Finset.card_univ, nsmul_eq_mul]
        ring
```

Q: Does a level at μ really spoil it?

A: Yes. Its occupation starts at 1/2, and p(1/2) = 1/2. A nonzero eigenvector there keeps that occupation at every step, which no projector allows.

```lean
/-- An eigenvector of `H` with eigenvalue exactly `mu` keeps occupation 1/2 at every step. -/
theorem purification_stuck (hH : H.IsHermitian) (mu L : ℝ) {v : n → ℂ}
    (hv : H *ᵥ v = (mu : ℂ) • v) (k : ℕ) :
    purify^[k] (startMatrix H mu L) *ᵥ v = (1 / 2 : ℂ) • v := by
  have hfix : purify (1 / 2 : ℝ) = 1 / 2 := by norm_num [purify]
  rw [purify_iterate hH, spectralFn_mulVec hH _ hv, sub_self, zero_div, add_zero,
    Function.iterate_fixed hfix k]
  norm_num

end

end DensityMatrixPurification
```

Q: What should I not read into this for a real simulation?

A: The arithmetic is exact and μ is given. Rounding, truncation of small matrix elements, the search for μ at a fixed electron number and non-orthogonal basis sets are not treated.

```lean
#print axioms DensityMatrixPurification.occupiedProjector_spec
#print axioms DensityMatrixPurification.purification_tendsto
#print axioms DensityMatrixPurification.purification_rate
#print axioms DensityMatrixPurification.purification_stuck
```

```
'DensityMatrixPurification.occupiedProjector_spec' depends on axioms: [propext, Classical.choice, Quot.sound]
'DensityMatrixPurification.purification_tendsto' depends on axioms: [propext, Classical.choice, Quot.sound]
'DensityMatrixPurification.purification_rate' depends on axioms: [propext, Classical.choice, Quot.sound]
'DensityMatrixPurification.purification_stuck' depends on axioms: [propext, Classical.choice, Quot.sound]
```
